# The virial energy of a compactly supported density in a C¹ potential is independent of the origin exactly when ∫ n ∇v = 0

The density n and the potential v are taken here as two separate real functions on d-dimensional space, with no energy functional linking them. This suits model exchange-correlation potentials such as LB94, which are constructed directly as potentials. For the exact exchange potential, the virial formula gives the exchange energy; for the exact exchange-correlation potential, it gives the exchange-correlation energy plus the correlation part of the kinetic energy. For a model potential, the same formula can be taken to define an energy about an origin a,

W(a) = −∫ n(x) ⟨x − a, ∇v(x)⟩ dx.

For continuous, compactly supported n and C¹ v, the theorems below decide when this energy depends on a. Exponential density tails and nuclear singularities of v are not covered.

```lean
import Mathlib

open MeasureTheory

namespace VirialEnergyOrigin

noncomputable section
```

The file loads Mathlib and opens a namespace for its own names.

```lean
/-- Euclidean space of dimension `d`. -/
abbrev Space (d : ℕ) := EuclideanSpace ℝ (Fin d)
```

`Space d` is ℝᵈ with its usual inner product. Coordinates are labelled by `Fin d`, so i runs from 0 to d − 1.

```lean
variable {d : ℕ}

/-- The virial energy `-∫ n ⟨x - a, ∇v⟩` of a density `n` in a potential `v`, taken about the
origin `a`. -/
def virialEnergy (n v : Space d → ℝ) (a : Space d) : ℝ :=
  -∫ x, n x * inner ℝ (x - a) (gradient v x)
```

This is W(a). The expression `inner ℝ u w` means ⟨u, w⟩, and `∫ x` is the Lebesgue integral over all space. Neither the sign nor the normalisation of n is fixed.

```lean
/-- The integral `∫ n ∇v`, which is minus the net force of the potential on the density. -/
def forceIntegral (n v : Space d → ℝ) : Space d :=
  ∫ x, n x • gradient v x
```

Call this vector F = ∫ n ∇v. With v as a potential energy, the net force on the density is −F. An exchange-correlation potential derived from a translation-invariant energy functional should have F = 0; a directly modelled one need not.

```lean
/-- The inner product of `y` with the gradient of `g` at `x` is `fderiv ℝ g x` applied to `y`. -/
theorem inner_gradient (g : Space d → ℝ) (x y : Space d) :
    inner ℝ y (gradient g x) = fderiv ℝ g x y := by
  rw [real_inner_comm, gradient, InnerProductSpace.toDual_symm_apply]
```

Lean's basic derivative is the linear map `fderiv ℝ g x`. The gradient is the vector that represents it: where g is differentiable, ⟨y, ∇g(x)⟩ is the derivative of g at x along y.

```lean
lemma continuous_gradient {g : Space d → ℝ} (hg : ContDiff ℝ 1 g) :
    Continuous (gradient g) :=
  (InnerProductSpace.toDual ℝ (Space d)).symm.continuous.comp
    (hg.continuous_fderiv (by simp))
```

`ContDiff ℝ 1 g` says that g is C¹, and its gradient is then continuous.

```lean
/-- Integration by parts for a dilation about `a`: `∫ ⟨x - a, ∇g⟩ = -d ∫ g` for a compactly
supported `C¹` function `g`. -/
theorem integral_dilation {g : Space d → ℝ} (hg : ContDiff ℝ 1 g)
    (hc : HasCompactSupport g) (a : Space d) :
    ∫ x, inner ℝ (x - a) (gradient g x) = -(d : ℝ) * ∫ x, g x := by
  have hcont : Continuous (fderiv ℝ g) := hg.continuous_fderiv (by simp)
  have hX : ∀ i, Continuous (fun x : Space d => x i - a i) := fun i => by fun_prop
  have hint : ∀ i, Integrable (fun x : Space d =>
      (x i - a i) * fderiv ℝ g x (EuclideanSpace.single i 1)) := fun i =>
    ((hX i).mul (hcont.clm_apply continuous_const)).integrable_of_hasCompactSupport
      ((hc.fderiv_apply ℝ _).mul_left)
  have hco : ∀ i (x : Space d), HasFDerivAt (fun y : Space d => y i - a i)
      (EuclideanSpace.proj i : Space d →L[ℝ] ℝ) x := fun i x =>
    (EuclideanSpace.proj i : Space d →L[ℝ] ℝ).hasFDerivAt.sub_const (a i)
  -- one coordinate at a time
  have hpart : ∀ i, ∫ x : Space d, (x i - a i) * fderiv ℝ g x (EuclideanSpace.single i 1)
      = -∫ x, g x := by
    intro i
    have hd : ∀ x, fderiv ℝ (fun y : Space d => y i - a i) x
        (EuclideanSpace.single i 1) = 1 := by
      intro x
      rw [(hco i x).fderiv]
      simp
    have hgi : Integrable g := hg.continuous.integrable_of_hasCompactSupport hc
    have h := integral_mul_fderiv_eq_neg_fderiv_mul_of_integrable (μ := volume)
      (f := fun y : Space d => y i - a i) (g := g) (v := EuclideanSpace.single i 1)
      (by simpa only [hd, one_mul] using hgi) (hint i)
      (((hX i).mul hg.continuous).integrable_of_hasCompactSupport hc.mul_left)
      (fun x _ => (hco i x).differentiableAt) (fun x _ => hg.differentiable (by simp) x)
    simpa only [hd, one_mul] using h
  have hexp : ∀ x : Space d, inner ℝ (x - a) (gradient g x)
      = ∑ i, (x i - a i) * fderiv ℝ g x (EuclideanSpace.single i 1) := by
    intro x
    have hsum : x - a = ∑ i, (x i - a i) • EuclideanSpace.single i (1 : ℝ) := by
      ext j
      simp [Pi.single_apply]
    rw [inner_gradient, hsum, map_sum]
    simp only [map_smul, smul_eq_mul]
  simp_rw [hexp]
  rw [integral_finsetSum _ (fun i _ => hint i)]
  simp only [hpart, Finset.sum_const, Finset.card_univ, Fintype.card_fin, nsmul_eq_mul]
  ring
```

Let g be C¹ with compact support. In each coordinate, integration by parts has no boundary term, so

∫ (xᵢ − aᵢ) ∂ᵢg dx = −∫ g dx.

Summing over the d coordinates gives

∫ ⟨x − a, ∇g⟩ dx = −d ∫ g dx.

In the proof, `hpart` is the first equation and `hexp` expands the inner product in coordinates. Continuity and compact support supply the integrability that Mathlib's integration by parts requires.

```lean
lemma integrable_virial {n v : Space d → ℝ} (hn : Continuous n)
    (hc : HasCompactSupport n) (hv : ContDiff ℝ 1 v) (a : Space d) :
    Integrable (fun x => n x * inner ℝ (x - a) (gradient v x)) :=
  (hn.mul ((continuous_id.sub continuous_const).inner
    (continuous_gradient hv))).integrable_of_hasCompactSupport hc.mul_right
```

The integrand of W(a) is continuous and vanishes outside the support of n, so it is integrable.

```lean
/-- The virial energy written without the gradient of the potential:
`W(a) = ∫ v (d n + ⟨x - a, ∇n⟩)`. -/
theorem virialEnergy_eq {n v : Space d → ℝ} (hn : ContDiff ℝ 1 n)
    (hc : HasCompactSupport n) (hv : ContDiff ℝ 1 v) (a : Space d) :
    virialEnergy n v a = ∫ x, v x * (d * n x + inner ℝ (x - a) (gradient n x)) := by
  have key := integral_dilation (g := fun x => n x * v x) (hn.mul hv) hc.mul_right a
  -- product rule for the gradient of `n v`
  have hprod : ∀ x, inner ℝ (x - a) (gradient (fun y => n y * v y) x)
      = n x * inner ℝ (x - a) (gradient v x) + v x * inner ℝ (x - a) (gradient n x) := by
    intro x
    have h : HasFDerivAt (fun y => n y * v y)
        (n x • fderiv ℝ v x + v x • fderiv ℝ n x) x :=
      (hn.differentiable (by simp) x).hasFDerivAt.mul
        (hv.differentiable (by simp) x).hasFDerivAt
    simp only [inner_gradient]
    rw [h.fderiv]
    simp
  have hB : Integrable (fun x => v x * inner ℝ (x - a) (gradient n x)) := by
    refine (hv.continuous.mul ((continuous_id.sub continuous_const).inner
      (continuous_gradient hn))).integrable_of_hasCompactSupport ((hc.fderiv ℝ).mono ?_)
    intro x hx
    rw [Function.mem_support] at hx ⊢
    intro h
    exact hx (by simp [gradient, h])
  have hnv : Integrable (fun x => n x * v x) :=
    (hn.continuous.mul hv.continuous).integrable_of_hasCompactSupport hc.mul_right
  simp_rw [hprod] at key
  rw [integral_add (integrable_virial hn.continuous hc hv a) hB] at key
  have e : ∫ x, v x * (d * n x + inner ℝ (x - a) (gradient n x))
      = d * (∫ x, n x * v x) + ∫ x, v x * inner ℝ (x - a) (gradient n x) := by
    rw [← integral_const_mul, ← integral_add (hnv.const_mul _) hB]
    congr 1
    ext x
    ring
  rw [e, virialEnergy]
  linarith
```

Now let n be C¹ as well. The product rule, `hprod`, reads

∇(nv) = n ∇v + v ∇n.

Putting g = nv in the previous identity gives

∫ n ⟨x − a, ∇v⟩ dx + ∫ v ⟨x − a, ∇n⟩ dx = −d ∫ nv dx,

and therefore

W(a) = ∫ v (d n + ⟨x − a, ∇n⟩) dx.

For d = 3 the first term in the bracket is 3n.

```lean
/-- Moving the origin from `b` to `a` changes the virial energy by `⟨a - b, ∫ n ∇v⟩`. -/
theorem virialEnergy_sub {n v : Space d → ℝ} (hn : Continuous n)
    (hc : HasCompactSupport n) (hv : ContDiff ℝ 1 v) (a b : Space d) :
    virialEnergy n v a - virialEnergy n v b = inner ℝ (a - b) (forceIntegral n v) := by
  have hF : Integrable (fun x => n x • gradient v x) :=
    (hn.smul (continuous_gradient hv)).integrable_of_hasCompactSupport hc.smul_right
  have e : ∫ x, inner ℝ (a - b) (n x • gradient v x)
      = ∫ x, (n x * inner ℝ (x - b) (gradient v x)
        - n x * inner ℝ (x - a) (gradient v x)) := by
    congr 1
    ext x
    simp only [inner_sub_left, real_inner_smul_right]
    ring
  rw [forceIntegral, ← integral_inner hF, e,
    integral_sub (integrable_virial hn hc hv b) (integrable_virial hn hc hv a)]
  simp only [virialEnergy]
  ring
```

For two origins a and b,

W(a) − W(b) = ∫ n ⟨(x − b) − (x − a), ∇v⟩ dx = ⟨a − b, F⟩.

The step `e` is this subtraction under the integral, and `integral_inner` moves the constant vector a − b outside.

```lean
/-- The virial energy is independent of the origin if and only if `∫ n ∇v = 0`. -/
theorem virialEnergy_independent_iff {n v : Space d → ℝ} (hn : Continuous n)
    (hc : HasCompactSupport n) (hv : ContDiff ℝ 1 v) :
    (∀ a b, virialEnergy n v a = virialEnergy n v b) ↔ forceIntegral n v = 0 := by
  constructor
  · intro h
    -- displace the origin along the force integral itself
    have h1 := virialEnergy_sub hn hc hv (forceIntegral n v) 0
    rw [h (forceIntegral n v) 0, sub_self, sub_zero] at h1
    exact inner_self_eq_zero.mp h1.symm
  · intro h a b
    have h1 := virialEnergy_sub hn hc hv a b
    rw [h, inner_zero_right] at h1
    exact sub_eq_zero.mp h1
```

If F = 0, the shift formula gives W(a) = W(b) for all a and b. Conversely, if W is constant, choose a = F and b = 0. Then 0 = ⟨F, F⟩, so F = 0.

```lean
/-- If `∫ n ∇v` is nonzero, every real number is the virial energy about some origin. -/
theorem virialEnergy_surjective {n v : Space d → ℝ} (hn : Continuous n)
    (hc : HasCompactSupport n) (hv : ContDiff ℝ 1 v) (hF : forceIntegral n v ≠ 0) :
    Function.Surjective (virialEnergy n v) := by
  intro E
  have hq : inner ℝ (forceIntegral n v) (forceIntegral n v) ≠ 0 := inner_self_ne_zero.mpr hF
  refine ⟨((E - virialEnergy n v 0) / inner ℝ (forceIntegral n v) (forceIntegral n v))
    • forceIntegral n v, ?_⟩
  have h := virialEnergy_sub hn hc hv (((E - virialEnergy n v 0) /
    inner ℝ (forceIntegral n v) (forceIntegral n v)) • forceIntegral n v) 0
  rw [sub_zero, real_inner_smul_left, div_mul_cancel₀ _ hq] at h
  linarith
```

If F ≠ 0, any target energy E is reached at

a = ((E − W(0)) / ⟨F, F⟩) F,

because W(a) = W(0) + ⟨a, F⟩ = E. An energy assigned in this way to a model potential with F ≠ 0 is therefore fixed only once an origin is chosen.

```lean
/-- In the linear potential `v(x) = ⟨g, x⟩`, moving the origin from `b` to `a` changes the
virial energy by `(∫ n) ⟨a - b, g⟩`. -/
theorem virialEnergy_uniform_field {n : Space d → ℝ} (hn : Continuous n)
    (hc : HasCompactSupport n) (g a b : Space d) :
    virialEnergy n (fun x => inner ℝ g x) a - virialEnergy n (fun x => inner ℝ g x) b
      = (∫ x, n x) * inner ℝ (a - b) g := by
  have hv : ContDiff ℝ 1 (fun x : Space d => inner ℝ g x) := (innerSL ℝ g).contDiff
  have hgrad : ∀ x, gradient (fun y : Space d => inner ℝ g y) x = g := by
    intro x
    refine ext_inner_left ℝ fun y => ?_
    have h : HasFDerivAt (fun y : Space d => inner ℝ g y) (innerSL ℝ g) x :=
      (innerSL ℝ g).hasFDerivAt
    rw [inner_gradient, h.fderiv, innerSL_apply_apply, real_inner_comm]
  rw [virialEnergy_sub hn hc hv, forceIntegral]
  simp_rw [hgrad]
  rw [integral_smul_const, real_inner_smul_right]
```

For v(x) = ⟨g, x⟩ the gradient is the constant vector g, so F = (∫ n) g and

W(a) − W(b) = (∫ n) ⟨a − b, g⟩.

For N electrons, ∫ n = N.

```lean
/-- In dimension `d ≠ 0`, for `n = f^d` and `v = -((d+1)/d) C f`, the virial energy about every
origin is `-C ∫ f^(d+1)`. -/
theorem virialEnergy_dirac (hd : d ≠ 0) {f : Space d → ℝ} (hf : ContDiff ℝ 1 f)
    (hc : HasCompactSupport f) (C : ℝ) (a : Space d) :
    virialEnergy (fun x => f x ^ d) (fun x => -(((d : ℝ) + 1) / d) * C * f x) a
      = -C * ∫ x, f x ^ (d + 1) := by
  have hd' : (d : ℝ) ≠ 0 := Nat.cast_ne_zero.mpr hd
  have key := integral_dilation (g := fun x => f x ^ (d + 1)) (hf.pow (d + 1))
    (hc.comp_left (g := fun t : ℝ => t ^ (d + 1)) (by simp)) a
  -- `n ∇v` is a multiple of the gradient of `f^(d+1)`
  have hpt : ∀ x, f x ^ d * inner ℝ (x - a)
      (gradient (fun y => -(((d : ℝ) + 1) / d) * C * f y) x)
      = -(C / d) * inner ℝ (x - a) (gradient (fun y => f y ^ (d + 1)) x) := by
    intro x
    have h0 := (hf.differentiable (by simp) x).hasFDerivAt
    have h1 : HasFDerivAt (fun y => f y ^ (d + 1))
        ((((d + 1 : ℕ) : ℝ) * f x ^ d) • fderiv ℝ f x) x :=
      (hasDerivAt_pow (d + 1) (f x)).comp_hasFDerivAt x h0
    have h2 : HasFDerivAt (fun y => -(((d : ℝ) + 1) / d) * C * f y)
        ((-(((d : ℝ) + 1) / d) * C) • fderiv ℝ f x) x := h0.const_mul _
    rw [inner_gradient, inner_gradient, h1.fderiv, h2.fderiv]
    simp only [smul_apply, smul_eq_mul, Nat.cast_add, Nat.cast_one]
    ring
  rw [virialEnergy]
  simp_rw [hpt]
  rw [integral_const_mul, key]
  field_simp
```

Let n = f^d and v = −((d + 1)/d) C f, with f a compactly supported C¹ function. Then `hpt` rests on

n ∇v = −((d + 1)/d) C f^d ∇f = −(C/d) ∇(f^(d+1)).

The dilation identity now gives

W(a) = (C/d) ∫ ⟨x − a, ∇(f^(d+1))⟩ dx = −C ∫ f^(d+1) dx

for every a. In the smallest allowed case, d = 1, this says that n = f and v = −2Cf give W(a) = −C ∫ f² dx.

```lean
/-- In three dimensions, for `n = f³` and `v = -(4/3) C f`, the virial energy about every origin is
`-C ∫ f⁴`. -/
theorem virialEnergy_dirac_three {f : Space 3 → ℝ} (hf : ContDiff ℝ 1 f)
    (hc : HasCompactSupport f) (C : ℝ) (a : Space 3) :
    virialEnergy (fun x => f x ^ 3) (fun x => -(4 / 3) * C * f x) a
      = -C * ∫ x, f x ^ 4 := by
  have h := virialEnergy_dirac (by norm_num) hf hc C a
  have e : (((3 : ℕ) : ℝ) + 1) / ((3 : ℕ) : ℝ) = 4 / 3 := by norm_num
  rw [e] at h
  exact h

end

end VirialEnergyOrigin
```

With f = n^(1/3) ≥ 0, this is Dirac exchange: the potential −(4/3) C n^(1/3) returns the energy −C ∫ n^(4/3) dx about every origin. The constant C stands for the exchange strength of the uniform electron gas, though the theorem accepts any real number. Smoothness is required of f itself, which is more than asking it of n.

```lean
#print axioms VirialEnergyOrigin.virialEnergy_eq
-- 'VirialEnergyOrigin.virialEnergy_eq' depends on axioms: [propext, Classical.choice, Quot.sound]
#print axioms VirialEnergyOrigin.virialEnergy_independent_iff
-- 'VirialEnergyOrigin.virialEnergy_independent_iff' depends on axioms: [propext, Classical.choice, Quot.sound]
#print axioms VirialEnergyOrigin.virialEnergy_uniform_field
-- 'VirialEnergyOrigin.virialEnergy_uniform_field' depends on axioms: [propext, Classical.choice, Quot.sound]
#print axioms VirialEnergyOrigin.virialEnergy_dirac_three
-- 'VirialEnergyOrigin.virialEnergy_dirac_three' depends on axioms: [propext, Classical.choice, Quot.sound]
```
